# Truncated expansions of a massive free particle's relativistic energy bound it alternately from below and above at every momentum

## Is p²/2m − p⁴/(8m³c²) still a lower bound when p exceeds mc?

In a momentum-space calculation I replace the relativistic kinetic energy √(p²c² + m²c⁴) − mc² by p²/2m − p⁴/(8m³c²), and I quote the first omitted term, p⁶/(16m⁵c⁴), as the error bar. I also treat p²/2m as an upper bound and the corrected expression as a lower bound.

For small p this looks like the usual estimate for an alternating series with shrinking terms. But my momentum grid runs past p = mc, where the series diverges and its terms eventually grow. Do the bounds and the error bar fail there, or do they only become poor?

## The remainder keeps its sign, even where the series diverges

They only become poor. For a free particle of positive mass, every truncation is a bound at every momentum, and the error never exceeds the first omitted term. At p = 3mc, for example, the kinetic energy is about 2.16 mc², while your two bounds are −5.625 mc² and 4.5 mc². Both are correct, and neither is much use.

The reason is that the sign of the remainder can be found from a differential equation for the finite sum, without the infinite series. Put x = (p/(mc))², where p is the magnitude of the momentum, and write b_k for the binomial coefficient "1/2 choose k":

b_k = product over j < k of (1/2 − j)/(j + 1)

T_N(x) = b_0 + b_1 x + … + b_N x^N

The first coefficients are 1, 1/2, −1/8, 1/16. They obey

(k + 1) b_{k+1} = (1/2 − k) b_k.

Since b_1 = 1/2 is positive and the factor 1/2 − k is negative for k ≥ 1, the signs alternate from b_1 on, so (−1)^N b_{N+1} > 0 for every N ≥ 0.

Now differentiate the sum and multiply by 1 + x. For k < N, the coefficient of x^k is

(k + 1) b_{k+1} + k b_k = b_k/2

by the recurrence. For k = N only N b_N is present, which equals b_N/2 − (N + 1) b_{N+1}. Hence

(1 + x) T_N′ = T_N/2 − (N + 1) b_{N+1} x^N.

Without the last term this is the equation satisfied by √(1 + x). Dividing T_N by that square root therefore leaves only the source term in the derivative:

(T_N/√(1 + x))′ = [(1 + x) T_N′ − T_N/2]/(1 + x)^(3/2) = −(N + 1) b_{N+1} x^N/(1 + x)^(3/2).

So −(−1)^N T_N/√(1 + x) has a positive derivative for x > 0 and is strictly increasing on x ≥ 0. At x = 0 it equals −(−1)^N. Comparing the two values and multiplying by √(1 + x) gives, for x > 0,

(−1)^N (√(1 + x) − T_N(x)) > 0.

At x = 0 both functions equal 1, so the difference vanishes.

For the energy, factor out the rest energy:

E = √((pc)² + (mc²)²) = mc² √(1 + x), E_N = mc² T_N(x).

Thus E_N lies below E for even N and above it for odd N, with equality only at rest. Two consecutive truncations differ by

E_{N+1} − E_N = mc² b_{N+1} x^{N+1},

and E lies between them, so |E − E_N| is at most the size of this term. For N = 2 that is your error bar. With T_1 = 1 + x/2 and T_2 = 1 + x/2 − x²/8, the cases N = 1 and N = 2 give

p²/2m − p⁴/(8m³c²) ≤ E − mc² ≤ p²/2m.

The condition x ≥ 0 cannot be dropped from the statement for all N. For −1 ≤ x < 0 we have √(1 + x) < 1 = T_0(x), so the lower bound with N = 0 fails at every such x. A real momentum never leads there, because x is then the square of a real number.

### What the Lean theorems say about the energy

In the Lean file below, `halfChoose k` is b_k and `sqrtTrunc N x` is T_N(x); its range `N + 1` means that k runs from 0 to N. The momentum `p` is a vector in `EuclideanSpace ℝ (Fin 3)`, and its length `‖p‖` is the p of the formulas above. The function `energy m c p` is the positive root and includes the rest energy, and `energyTrunc N m c p` is E_N. The index N counts powers of (p/(mc))², not powers of p, so N = 0 is the rest energy alone. The speed of light stays an explicit parameter.

The theorem `remainder_nonneg` states the inequality for every natural number N and every real x ≥ 0, and `remainder_pos` is the strict version for x > 0. For `m` and `c` positive,

- `energy_alternating` gives the alternating bounds, together with the statement that E = E_N exactly when `p = 0`;
- `energy_error_le` bounds the error by the first omitted term;
- `kinetic_energy_bounds` is the two-sided estimate for the kinetic energy.

Positive mass means that the particle has a rest frame and that mc sets a momentum scale for the expansion; a photon has neither. The dispersion relation itself enters as the definition of `energy` and is not derived from Lorentz invariance.

In electronic structure, −p⁴/(8m³c²) is the mass–velocity correction, and the theorems bound the error that remains in the kinetic energy with or without it, for a free particle of definite momentum. Your calculation takes one more step if the electron is bound: the inequality must be averaged over the momentum distribution of the state. For a fixed state with finite ⟨p⁴⟩ this is elementary and gives the same bracket for the mean kinetic energy, but that averaging is an addition of this answer and has not been formalised. The averaged error bar also needs a finite ⟨p⁶⟩. In the nonrelativistic ground state of hydrogen with a point nucleus, ⟨p⁴⟩ is finite but ⟨p⁶⟩ is not, so there the error bar gives no information. Nor is the result a two-sided bound on energy levels. The lower expression p²/2m − p⁴/(8m³c²) tends to −∞ at large p, so minimising its mean value plus that of the potential over all states gives no finite lower bound. For an electron, the levels also depend on spin.

```lean
import Mathlib

open Real

namespace RelativisticDispersion

noncomputable section

/-- The generalized binomial coefficient "1/2 choose k", as the product of
`(1/2 - j)/(j + 1)` over `j < k`. -/
def halfChoose (k : ℕ) : ℝ := ∏ j ∈ Finset.range k, ((1 / 2 - (j : ℝ)) / ((j : ℝ) + 1))

/-- The binomial expansion of `√(1 + x)`, truncated after the power `x ^ N`. -/
def sqrtTrunc (N : ℕ) (x : ℝ) : ℝ := ∑ k ∈ Finset.range (N + 1), halfChoose k * x ^ k

/-- The energy of a free particle of mass `m` and momentum `p`, with speed of light `c`. -/
def energy (m c : ℝ) (p : EuclideanSpace ℝ (Fin 3)) : ℝ :=
  √((‖p‖ * c) ^ 2 + (m * c ^ 2) ^ 2)

/-- The expansion of the energy in powers of `(|p|/(m c))²`, truncated after the `N`-th power, for
positive `m` and `c`. -/
def energyTrunc (N : ℕ) (m c : ℝ) (p : EuclideanSpace ℝ (Fin 3)) : ℝ :=
  m * c ^ 2 * sqrtTrunc N ((‖p‖ / (m * c)) ^ 2)

/-- The recurrence between successive binomial coefficients of one half. -/
theorem halfChoose_succ (k : ℕ) :
    ((k : ℝ) + 1) * halfChoose (k + 1) = (1 / 2 - (k : ℝ)) * halfChoose k := by
  have hk : (k : ℝ) + 1 ≠ 0 := by positivity
  have h : (1 / 2 - (k : ℝ)) / ((k : ℝ) + 1) * ((k : ℝ) + 1) = 1 / 2 - (k : ℝ) :=
    div_mul_cancel₀ _ hk
  rw [show halfChoose (k + 1) = halfChoose k * ((1 / 2 - (k : ℝ)) / ((k : ℝ) + 1)) from
    Finset.prod_range_succ _ _]
  linear_combination halfChoose k * h

/-- From the first power on, the expansion coefficients alternate in sign,
starting with a positive one. -/
theorem halfChoose_sign (N : ℕ) : 0 < (-1 : ℝ) ^ N * halfChoose (N + 1) := by
  induction N with
  | zero => norm_num [halfChoose]
  | succ N ih =>
    have e : (-1 : ℝ) ^ (N + 1) * halfChoose (N + 1 + 1) =
        (-1 : ℝ) ^ N * halfChoose (N + 1) * (((N : ℝ) + 1 / 2) / ((N : ℝ) + 1 + 1)) := by
      rw [show halfChoose (N + 1 + 1) = halfChoose (N + 1) *
        ((1 / 2 - ((N + 1 : ℕ) : ℝ)) / (((N + 1 : ℕ) : ℝ) + 1)) from
        Finset.prod_range_succ _ _]
      push_cast
      ring
    rw [e]
    exact mul_pos ih (by positivity)

/-- Every truncation equals one at `x = 0`. -/
theorem sqrtTrunc_zero (N : ℕ) : sqrtTrunc N 0 = 1 := by
  simp [sqrtTrunc, Finset.sum_range_succ', halfChoose]

/-- For `x ≠ -1` the truncation obeys the differential equation of `√(1 + x)`, up to a source
term proportional to the first omitted coefficient. -/
theorem hasDerivAt_sqrtTrunc (N : ℕ) {x : ℝ} (hx : 1 + x ≠ 0) :
    HasDerivAt (sqrtTrunc N)
      ((sqrtTrunc N x / 2 - ((N : ℝ) + 1) * halfChoose (N + 1) * x ^ N) / (1 + x)) x := by
  induction N with
  | zero =>
    have hT : sqrtTrunc 0 = fun _ => (1 : ℝ) := by
      funext y
      simp [sqrtTrunc, halfChoose]
    rw [hT]
    refine (hasDerivAt_const x (1 : ℝ)).congr_deriv ?_
    norm_num [halfChoose]
  | succ N ih =>
    have hT : sqrtTrunc (N + 1) =
        fun y => sqrtTrunc N y + halfChoose (N + 1) * y ^ (N + 1) := by
      funext y
      exact Finset.sum_range_succ _ _
    have hp : HasDerivAt (fun y : ℝ => y ^ (N + 1)) (((N : ℝ) + 1) * x ^ N) x := by
      simpa using hasDerivAt_pow (N + 1) x
    have r := halfChoose_succ (N + 1)
    rw [hT]
    refine (ih.fun_add (hp.const_mul (halfChoose (N + 1)))).congr_deriv ?_
    rw [eq_div_iff hx, add_mul, div_mul_cancel₀ _ hx]
    push_cast at r ⊢
    linear_combination x ^ (N + 1) * r

/-- For `x > 0` the truncations lie strictly below `√(1 + x)` for even `N` and strictly above
it for odd `N`. -/
theorem remainder_pos (N : ℕ) {x : ℝ} (hx : 0 < x) :
    0 < (-1 : ℝ) ^ N * (√(1 + x) - sqrtTrunc N x) := by
  -- the ratio of truncation and square root has a derivative of definite sign
  have hd : ∀ y : ℝ, 0 ≤ y →
      HasDerivAt (fun z => -((-1 : ℝ) ^ N * (sqrtTrunc N z / √(1 + z))))
        ((-1 : ℝ) ^ N * halfChoose (N + 1) *
          (((N : ℝ) + 1) * y ^ N / ((1 + y) * √(1 + y)))) y := by
    intro y hy
    have h1 : 0 < 1 + y := by linarith
    have hs : 0 < √(1 + y) := Real.sqrt_pos.2 h1
    have hsq : √(1 + y) ^ 2 = 1 + y := Real.sq_sqrt h1.le
    have hr : HasDerivAt (fun z => √(1 + z)) (1 / (2 * √(1 + y))) y :=
      ((hasDerivAt_id' y).const_add 1).sqrt h1.ne'
    refine (((hasDerivAt_sqrtTrunc N h1.ne').fun_div hr hs.ne').const_mul
      ((-1 : ℝ) ^ N)).fun_neg.congr_deriv ?_
    generalize √(1 + y) = s at hs hsq ⊢
    generalize (-1 : ℝ) ^ N = e
    rw [← hsq]
    field_simp
    ring
  have hmono : StrictMonoOn (fun z => -((-1 : ℝ) ^ N * (sqrtTrunc N z / √(1 + z))))
      (Set.Ici 0) := by
    refine strictMonoOn_of_deriv_pos (convex_Ici 0)
      (fun y hy => (hd y hy).continuousAt.continuousWithinAt) (fun y hy => ?_)
    rw [interior_Ici] at hy
    have hy0 : 0 < y := hy
    rw [(hd y hy0.le).deriv]
    exact mul_pos (halfChoose_sign N) (by positivity)
  -- compare with the value at zero
  have h := hmono (Set.mem_Ici.2 le_rfl) (Set.mem_Ici.2 hx.le) hx
  simp only [sqrtTrunc_zero, add_zero, Real.sqrt_one, div_one, mul_one] at h
  have hs : 0 < √(1 + x) := Real.sqrt_pos.2 (by linarith)
  have ht : sqrtTrunc N x / √(1 + x) * √(1 + x) = sqrtTrunc N x := div_mul_cancel₀ _ hs.ne'
  have e : (-1 : ℝ) ^ N * (√(1 + x) - sqrtTrunc N x) =
      √(1 + x) * ((-1 : ℝ) ^ N - (-1 : ℝ) ^ N * (sqrtTrunc N x / √(1 + x))) := by
    linear_combination (-1 : ℝ) ^ N * ht
  rw [e]
  exact mul_pos hs (by linarith)

/-- For all `x ≥ 0` the truncations bound `√(1 + x)` from below for even `N` and from above
for odd `N`. -/
theorem remainder_nonneg (N : ℕ) {x : ℝ} (hx : 0 ≤ x) :
    0 ≤ (-1 : ℝ) ^ N * (√(1 + x) - sqrtTrunc N x) := by
  rcases hx.eq_or_lt with h | h
  · rw [← h]
    simp [sqrtTrunc_zero]
  · exact (remainder_pos N h).le

/-- For positive `m` and `c`, the energy is the rest energy times `√(1 + (|p|/(m c))²)`. -/
theorem energy_eq {m c : ℝ} (hm : 0 < m) (hc : 0 < c) (p : EuclideanSpace ℝ (Fin 3)) :
    energy m c p = m * c ^ 2 * √(1 + (‖p‖ / (m * c)) ^ 2) := by
  have h : ‖p‖ * c = ‖p‖ / (m * c) * (m * c ^ 2) := by field_simp
  have e : (‖p‖ * c) ^ 2 + (m * c ^ 2) ^ 2 =
      (m * c ^ 2) ^ 2 * (1 + (‖p‖ / (m * c)) ^ 2) := by
    linear_combination (‖p‖ * c + ‖p‖ / (m * c) * (m * c ^ 2)) * h
  rw [energy, e, Real.sqrt_mul (sq_nonneg _), Real.sqrt_sq (by positivity)]

/-- For positive `m` and `c` and every momentum, the truncated energies bound the exact energy
from below for even `N` and from above for odd `N`, with equality only at zero momentum. -/
theorem energy_alternating (N : ℕ) {m c : ℝ} (hm : 0 < m) (hc : 0 < c)
    (p : EuclideanSpace ℝ (Fin 3)) :
    0 ≤ (-1 : ℝ) ^ N * (energy m c p - energyTrunc N m c p) ∧
      (energy m c p = energyTrunc N m c p ↔ p = 0) := by
  have hM : 0 < m * c ^ 2 := by positivity
  rw [energy_eq hm hc, energyTrunc]
  refine ⟨?_, fun h => ?_, ?_⟩
  · rw [← mul_sub, mul_left_comm]
    exact mul_nonneg hM.le (remainder_nonneg N (sq_nonneg _))
  · by_contra hp
    have hn : 0 < ‖p‖ := norm_pos_iff.2 hp
    have hpos := remainder_pos N (x := (‖p‖ / (m * c)) ^ 2) (by positivity)
    rw [mul_left_cancel₀ hM.ne' h, sub_self, mul_zero] at hpos
    exact lt_irrefl _ hpos
  · rintro rfl
    simp [sqrtTrunc_zero]

/-- For positive `m` and `c`, the error of a truncated energy is at most the magnitude of the
first omitted term. -/
theorem energy_error_le (N : ℕ) {m c : ℝ} (hm : 0 < m) (hc : 0 < c)
    (p : EuclideanSpace ℝ (Fin 3)) :
    |energy m c p - energyTrunc N m c p| ≤
      |m * c ^ 2 * (halfChoose (N + 1) * ((‖p‖ / (m * c)) ^ 2) ^ (N + 1))| := by
  have h1 := (energy_alternating N hm hc p).1
  have h2 := (energy_alternating (N + 1) hm hc p).1
  have hT : energyTrunc (N + 1) m c p = energyTrunc N m c p +
      m * c ^ 2 * (halfChoose (N + 1) * ((‖p‖ / (m * c)) ^ 2) ^ (N + 1)) := by
    rw [energyTrunc, energyTrunc, ← mul_add]
    exact congrArg _ (Finset.sum_range_succ _ _)
  rw [hT, pow_succ] at h2
  generalize m * c ^ 2 * (halfChoose (N + 1) * ((‖p‖ / (m * c)) ^ 2) ^ (N + 1)) = t at h2 ⊢
  -- the exact energy lies between two consecutive truncations
  rcases neg_one_pow_eq_or ℝ N with h | h
  · rw [h] at h1 h2
    rw [abs_of_nonneg (by linarith)]
    linarith [le_abs_self t]
  · rw [h] at h1 h2
    rw [abs_of_nonpos (by linarith)]
    linarith [neg_abs_le t]

/-- For positive `m` and `c`, the kinetic energy is at most `p²/(2m)` and at least
`p²/(2m) - p⁴/(8m³c²)`. -/
theorem kinetic_energy_bounds {m c : ℝ} (hm : 0 < m) (hc : 0 < c)
    (p : EuclideanSpace ℝ (Fin 3)) :
    ‖p‖ ^ 2 / (2 * m) - ‖p‖ ^ 4 / (8 * m ^ 3 * c ^ 2) ≤ energy m c p - m * c ^ 2 ∧
      energy m c p - m * c ^ 2 ≤ ‖p‖ ^ 2 / (2 * m) := by
  have t1 : ∀ x, sqrtTrunc 1 x = 1 + x / 2 := by
    intro x
    simp only [sqrtTrunc, halfChoose, Finset.sum_range_succ, Finset.prod_range_succ,
      Finset.sum_range_zero, Finset.prod_range_zero]
    push_cast
    ring
  have t2 : ∀ x, sqrtTrunc 2 x = 1 + x / 2 - x ^ 2 / 8 := by
    intro x
    simp only [sqrtTrunc, halfChoose, Finset.sum_range_succ, Finset.prod_range_succ,
      Finset.sum_range_zero, Finset.prod_range_zero]
    push_cast
    ring
  have e1 : energyTrunc 1 m c p = m * c ^ 2 + ‖p‖ ^ 2 / (2 * m) := by
    rw [energyTrunc, t1]
    field_simp
  have e2 : energyTrunc 2 m c p =
      m * c ^ 2 + ‖p‖ ^ 2 / (2 * m) - ‖p‖ ^ 4 / (8 * m ^ 3 * c ^ 2) := by
    rw [energyTrunc, t2]
    field_simp
  have h1 := (energy_alternating 1 hm hc p).1
  have h2 := (energy_alternating 2 hm hc p).1
  rw [e1] at h1
  rw [e2] at h2
  norm_num at h1 h2
  constructor <;> linarith

end

end RelativisticDispersion
```

```lean
#print axioms RelativisticDispersion.energy_alternating
-- 'RelativisticDispersion.energy_alternating' depends on axioms: [propext, Classical.choice, Quot.sound]
#print axioms RelativisticDispersion.energy_error_le
-- 'RelativisticDispersion.energy_error_le' depends on axioms: [propext, Classical.choice, Quot.sound]
#print axioms RelativisticDispersion.kinetic_energy_bounds
-- 'RelativisticDispersion.kinetic_energy_bounds' depends on axioms: [propext, Classical.choice, Quot.sound]
```

### From the coefficient recurrence to the energy bounds

`halfChoose_succ` splits off the last factor of the product and clears its denominator. `halfChoose_sign` is an induction: passing from one N to the next multiplies (−1)^N b_{N+1} by (N + 1/2)/(N + 2), which is positive.

`hasDerivAt_sqrtTrunc` is the differential equation solved for T_N′, which is why it assumes `1 + x ≠ 0`. The derivation above compared coefficients; Lean uses induction on N instead. Adding the term b_{N+1} x^{N+1} changes the source term, and the final `linear_combination` shows that the change is exactly what the recurrence `r` requires.

The main argument is in `remainder_pos`. The statement `hd` computes the derivative of −(−1)^N T_N/√(1 + x) by the quotient rule. To finish the algebra, the square root is replaced by a letter `s` with s² = 1 + y, after which `field_simp` and `ring` suffice. Then `strictMonoOn_of_deriv_pos` turns the positive derivative into strict growth on x ≥ 0. It asks for positivity only in the interior, so it does no harm that the derivative vanishes at x = 0 when N ≥ 1. The comparison with x = 0 uses `sqrtTrunc_zero`, and multiplication by the positive square root gives the claim. `remainder_nonneg` adds the point x = 0.

`energy_eq` factors out mc². In `energy_alternating`, the inequality follows from `remainder_nonneg` at x = (‖p‖/(mc))². If the two energies agreed at a nonzero momentum, `remainder_pos` would give 0 < 0, so equality forces `p = 0`; conversely, at `p = 0` the two energies agree by `sqrtTrunc_zero`.

`energy_error_le` applies the alternating bound at N and at N + 1, calls the difference of the two truncations `t`, and treats even and odd N separately. `kinetic_energy_bounds` evaluates T_1 and T_2 explicitly, converts them to powers of the momentum, and reads off the two inequalities.
